# In the continuum estimate, the least cost of a directly summed Ewald energy scales as N^(3/2)

## Does a growing cell spoil the three-halves law?

Take N point charges in a periodic cell of volume V. Let s be the Ewald splitting parameter, an inverse length often written α: real-space terms at distance r carry erfc(s r), and reciprocal-space terms at wave number k carry exp(−k²/(4s²)). I cut the sums at r = p/s and k = 2ps, where these factors have fallen to erfc(p) and exp(−p²). A larger p therefore cuts both sums at smaller terms.

If I hold s fixed, one of the sums grows as N²: the real-space one at fixed volume, the reciprocal one at fixed density. I am told that a well-chosen s brings the total down to N^(3/2). But at fixed density V grows with N, so the prefactors of the two sums are not constants. Does the law survive?

## The volume moves the best splitting but not the least cost

It does, provided that p and the time per term stay constant. Let τr be the time for one pair term and τk the time for one charge and one wave vector. Counting pairs at density N/V inside the real-space cutoff, and wave vectors at density V/(2π)³ inside the reciprocal one, gives

W = τr · (N/2)(N/V)(4π/3)(p/s)³ + τk · N · V/(2π)³ · (4π/3)(2ps)³.

This is

C(s) = a N²/s³ + b N s³,

with a = 2πp³τr/(3V) and b = 4p³Vτk/(3π²).

To minimise C for positive a, b and N, set q = √(aN/b), so that b q² = aN. Expanding a square gives

(bN/s³)(s³ − q)² = b N s³ − 2bNq + a N²/s³,

and therefore

C(s) = 2bNq + (bN/s³)(s³ − q)².

Since bq = √(b² · aN/b) = √(ab) √N, the first term is 2√(ab) N^(3/2). For s > 0 the second is never negative, and it vanishes exactly when s³ = q, that is, when s⁶ = aN/b. This value is reached at s = (aN/b)^(1/6).

Now V cancels in the product:

ab = 8p⁶τrτk/(9π).

The quotient does depend on V, and the best splitting satisfies s⁶ = π³τrN/(2τkV²). It grows as N^(1/6) at fixed volume and falls as N^(−1/6) at fixed density, while the least cost follows N^(3/2) in both cases.

At the optimum each sum costs √(ab) N^(3/2). Changing s to cs, with c > 0, divides the first by c³ and multiplies the second by c³, so the total becomes (c³ + 1/c³)/2 times the minimum. If instead s, a and b stay fixed as N grows, then

C(s)/N^(3/2) ≥ (a/s³) N^(1/2),

which tends to infinity.

**A case in numbers.** In arbitrary units take a = 4, b = 1 and N = 16. Then s⁶ = 64, so s = 2. Each sum costs 128, and the total is 256 = 2 · √4 · 16^(3/2). Halving s to 1 gives 1024 + 16 = 1040, which is (1/8 + 8)/2 · 256.

**Other powers of s.** If the two costs are aN²/s^d and bNs^d with any d > 0, the same square with s^d in place of s³ gives the same minimum, now at s^(2d) = aN/b. The exponent 3/2 comes from the powers of N, not from the dimension of the cutoff spheres.

## What the Lean statements say

`ewaldCost a b N s` is C(s), and `ewaldWork τr τk p V N s` is the counted work W. `N` is a positive real number, which includes every positive number of charges. `ewaldCost_bound` states the lower bound together with the exact condition for equality.

In `isLeast_ewaldCost`, the set `ewaldCost a b N '' Set.Ioi 0` contains all costs with s > 0, and `IsLeast` says that the stated value belongs to this set and bounds it from below. `isLeast_ewaldWork` says the same for the counted work. It holds for every `V > 0`, so V may be chosen in proportion to N, which settles the fixed-density case. `fixed_splitting_diverges` keeps `a` and `b` constant, which corresponds to a fixed volume.

The theorems concern cost, not error. A constant p keeps the damping factors at the two cutoffs constant, but the truncation error also depends on the charges, the volume and s. The step left to the user is that a program's running time follows these continuum counts, with constant τr and τk and no overhead. Under that assumption, and with s chosen afresh at its best value for each system size, the result gives the scaling of one directly summed Ewald evaluation in simulations with ionic or shell potentials.

```lean
import Mathlib

open Filter

namespace EwaldCostScaling

noncomputable section

/-- Cost of an Ewald sum for `N` charges at splitting parameter `s > 0`: a real-space part
`a N² / s³` and a reciprocal-space part `b N s³`. -/
def ewaldCost (a b N s : ℝ) : ℝ := a * N ^ 2 / s ^ 3 + b * N * s ^ 3

/-- The splitting parameter `(a N / b)^(1/6)`, for positive `a`, `b` and `N`. -/
def optimalSplitting (a b N : ℝ) : ℝ := (a * N / b) ^ (1 / 6 : ℝ)

/-- Volume of a ball of radius `r` in three dimensions. -/
def ballVolume (r : ℝ) : ℝ := 4 / 3 * Real.pi * r ^ 3

/-- Work of an Ewald sum in a cell of volume `V > 0` at splitting parameter `s > 0`, in the
continuum estimate: `τr` for each pair within the cutoff `p / s`, and `τk` for each charge and each
wave vector within the cutoff `2 p s`. -/
def ewaldWork (τr τk p V N s : ℝ) : ℝ :=
  τr * (N / 2 * (N / V * ballVolume (p / s))) +
    τk * (N * (V / (2 * Real.pi) ^ 3 * ballVolume (2 * p * s)))

/-- For positive `a`, `b` and `N`, the reciprocal-space cost at `s³ = √(a N / b)` is
`√(a b) N^(3/2)`. -/
theorem balanced_cost {a b N : ℝ} (ha : 0 < a) (hb : 0 < b) (hN : 0 < N) :
    b * N * √(a * N / b) = √(a * b) * N ^ (3 / 2 : ℝ) := by
  have h1 : N ^ (3 / 2 : ℝ) = N * √N := by
    rw [Real.sqrt_eq_rpow, show (3 / 2 : ℝ) = 1 + 1 / 2 by norm_num, Real.rpow_add hN,
      Real.rpow_one]
  have h2 : b * √(a * N / b) = √(a * b) * √N := by
    rw [← Real.sqrt_mul (mul_pos ha hb).le, show a * b * N = b ^ 2 * (a * N / b) by field_simp,
      Real.sqrt_mul (sq_nonneg b), Real.sqrt_sq hb.le]
  rw [h1]
  linear_combination N * h2

/-- For positive constants, charge number and splitting parameter, the Ewald cost is
`2 √(a b) N^(3/2)` plus an explicit multiple of a square. -/
theorem ewaldCost_eq_min_add_sq {a b N s : ℝ} (ha : 0 < a) (hb : 0 < b) (hN : 0 < N)
    (hs : 0 < s) :
    ewaldCost a b N s = 2 * √(a * b) * N ^ (3 / 2 : ℝ) +
      b * N / s ^ 3 * (s ^ 3 - √(a * N / b)) ^ 2 := by
  have hq : b * √(a * N / b) ^ 2 = a * N := by
    rw [Real.sq_sqrt (by positivity)]
    field_simp
  -- expand the square for an arbitrary value of the root
  have key : ∀ r : ℝ, b * N / s ^ 3 * (s ^ 3 - r) ^ 2 =
      b * N * s ^ 3 - 2 * (b * N * r) + N * (b * r ^ 2) / s ^ 3 := by
    intro r
    field_simp
    ring
  rw [key, hq, balanced_cost ha hb hN]
  unfold ewaldCost
  ring

/-- For positive `a`, `b`, `N` and `s`, the Ewald cost is at least `2 √(a b) N^(3/2)`, with
equality exactly when `s⁶ = a N / b`. -/
theorem ewaldCost_bound {a b N s : ℝ} (ha : 0 < a) (hb : 0 < b) (hN : 0 < N) (hs : 0 < s) :
    2 * √(a * b) * N ^ (3 / 2 : ℝ) ≤ ewaldCost a b N s ∧
      (ewaldCost a b N s = 2 * √(a * b) * N ^ (3 / 2 : ℝ) ↔ s ^ 6 = a * N / b) := by
  rw [ewaldCost_eq_min_add_sq ha hb hN hs]
  refine ⟨?_, ?_, ?_⟩
  · have h : 0 ≤ b * N / s ^ 3 * (s ^ 3 - √(a * N / b)) ^ 2 := by positivity
    linarith
  · intro h
    -- equality forces the square to vanish
    have h0 : b * N / s ^ 3 * (s ^ 3 - √(a * N / b)) ^ 2 = 0 := by linarith
    have hc : b * N / s ^ 3 ≠ 0 := by positivity
    have h1 : s ^ 3 - √(a * N / b) = 0 :=
      (pow_eq_zero_iff two_ne_zero).mp ((mul_eq_zero.mp h0).resolve_left hc)
    calc s ^ 6 = (s ^ 3) ^ 2 := by ring
      _ = √(a * N / b) ^ 2 := by rw [sub_eq_zero.mp h1]
      _ = a * N / b := Real.sq_sqrt (by positivity)
  · intro h
    have hr : √(a * N / b) = s ^ 3 := by
      rw [← h, show s ^ 6 = (s ^ 3) ^ 2 by ring, Real.sqrt_sq (pow_pos hs 3).le]
    rw [hr]
    ring

/-- For positive `a`, `b` and `N`, the least Ewald cost over all splitting parameters `s > 0`
exists and equals `2 √(a b) N^(3/2)`. -/
theorem isLeast_ewaldCost {a b N : ℝ} (ha : 0 < a) (hb : 0 < b) (hN : 0 < N) :
    IsLeast (ewaldCost a b N '' Set.Ioi 0) (2 * √(a * b) * N ^ (3 / 2 : ℝ)) := by
  have hx : 0 < a * N / b := by positivity
  have hpos : 0 < optimalSplitting a b N := Real.rpow_pos_of_pos hx _
  have hsix : optimalSplitting a b N ^ 6 = a * N / b := by
    unfold optimalSplitting
    rw [← Real.rpow_natCast, ← Real.rpow_mul hx.le]
    norm_num
  refine ⟨⟨optimalSplitting a b N, hpos, (ewaldCost_bound ha hb hN hpos).2.mpr hsix⟩, ?_⟩
  rintro _ ⟨s, hs, rfl⟩
  exact (ewaldCost_bound ha hb hN hs).1

/-- For positive constants and charge number, changing the optimal splitting parameter by a
factor `c > 0` multiplies the minimal cost by `(c³ + 1/c³) / 2`. -/
theorem ewaldCost_detuned {a b N s c : ℝ} (ha : 0 < a) (hb : 0 < b) (hN : 0 < N) (hs : 0 < s)
    (hc : 0 < c) (h : s ^ 6 = a * N / b) :
    ewaldCost a b N (c * s) =
      (c ^ 3 + 1 / c ^ 3) / 2 * (2 * √(a * b) * N ^ (3 / 2 : ℝ)) := by
  have hB := balanced_cost ha hb hN
  rw [← h, show s ^ 6 = (s ^ 3) ^ 2 by ring, Real.sqrt_sq (pow_pos hs 3).le] at hB
  have h1 : a * N = b * s ^ 6 := by
    rw [h]
    field_simp
  have h2 : a * N ^ 2 / (c * s) ^ 3 = b * N * s ^ 3 / c ^ 3 := by
    rw [div_eq_div_iff (by positivity) (by positivity)]
    linear_combination (N * c ^ 3) * h1
  unfold ewaldCost
  rw [h2]
  linear_combination (c ^ 3 + 1 / c ^ 3) * hB

/-- For positive `a` and `b`, at a splitting parameter `s > 0` held fixed as `N` grows, the
ratio of the Ewald cost to `N^(3/2)` tends to infinity. -/
theorem fixed_splitting_diverges {a b s : ℝ} (ha : 0 < a) (hb : 0 < b) (hs : 0 < s) :
    Tendsto (fun N : ℝ => ewaldCost a b N s / N ^ (3 / 2 : ℝ)) atTop atTop := by
  have hlim : Tendsto (fun N : ℝ => a / s ^ 3 * N ^ (1 / 2 : ℝ)) atTop atTop :=
    (tendsto_rpow_atTop (by norm_num)).const_mul_atTop (by positivity)
  refine tendsto_atTop_mono' atTop ?_ hlim
  filter_upwards [eventually_gt_atTop (0 : ℝ)] with N hN
  -- the real-space part alone already grows like N²
  have hp : N ^ (1 / 2 : ℝ) * N ^ (3 / 2 : ℝ) = N ^ 2 := by
    rw [← Real.rpow_add hN, ← Real.rpow_natCast]
    norm_num
  rw [le_div_iff₀ (Real.rpow_pos_of_pos hN _), mul_assoc, hp]
  have h0 : 0 ≤ b * N * s ^ 3 := by positivity
  have h1 : a / s ^ 3 * N ^ 2 = a * N ^ 2 / s ^ 3 := by ring
  unfold ewaldCost
  linarith

/-- For a cell volume `V > 0` and `s > 0`, counting pairs and wave vectors gives an Ewald cost
with constants `a = 2π p³ τr / (3V)` and `b = 4 p³ V τk / (3π²)`. -/
theorem ewaldWork_eq_ewaldCost (τr τk p N : ℝ) {V s : ℝ} (hV : 0 < V) (hs : 0 < s) :
    ewaldWork τr τk p V N s = ewaldCost (2 * Real.pi * p ^ 3 * τr / (3 * V))
      (4 * p ^ 3 * V * τk / (3 * Real.pi ^ 2)) N s := by
  have hpi : Real.pi ≠ 0 := Real.pi_ne_zero
  unfold ewaldWork ewaldCost ballVolume
  field_simp
  ring

/-- For positive unit costs, accuracy parameter `p`, volume and charge number, the least work
over `s > 0` is `2 √(8 p⁶ τr τk / (9π)) N^(3/2)`, whatever the volume of the cell. -/
theorem isLeast_ewaldWork {τr τk p V N : ℝ} (hr : 0 < τr) (hk : 0 < τk) (hp : 0 < p)
    (hV : 0 < V) (hN : 0 < N) :
    IsLeast (ewaldWork τr τk p V N '' Set.Ioi 0)
      (2 * √(8 * p ^ 6 * τr * τk / (9 * Real.pi)) * N ^ (3 / 2 : ℝ)) := by
  have hpi : 0 < Real.pi := Real.pi_pos
  -- the volume cancels in the product of the two cost constants
  have hab : 2 * Real.pi * p ^ 3 * τr / (3 * V) * (4 * p ^ 3 * V * τk / (3 * Real.pi ^ 2)) =
      8 * p ^ 6 * τr * τk / (9 * Real.pi) := by
    rw [div_mul_div_comm, div_eq_div_iff (by positivity) (by positivity)]
    ring
  have himg : ewaldWork τr τk p V N '' Set.Ioi 0 =
      ewaldCost (2 * Real.pi * p ^ 3 * τr / (3 * V))
        (4 * p ^ 3 * V * τk / (3 * Real.pi ^ 2)) N '' Set.Ioi 0 := by
    apply Set.image_congr
    intro s hs
    exact ewaldWork_eq_ewaldCost τr τk p N hV (Set.mem_Ioi.mp hs)
  rw [himg, ← hab]
  exact isLeast_ewaldCost (by positivity) (by positivity) hN

end

end EwaldCostScaling
```

```lean
#print axioms EwaldCostScaling.isLeast_ewaldCost
-- 'EwaldCostScaling.isLeast_ewaldCost' depends on axioms: [propext, Classical.choice, Quot.sound]
#print axioms EwaldCostScaling.ewaldCost_detuned
-- 'EwaldCostScaling.ewaldCost_detuned' depends on axioms: [propext, Classical.choice, Quot.sound]
#print axioms EwaldCostScaling.fixed_splitting_diverges
-- 'EwaldCostScaling.fixed_splitting_diverges' depends on axioms: [propext, Classical.choice, Quot.sound]
#print axioms EwaldCostScaling.isLeast_ewaldWork
-- 'EwaldCostScaling.isLeast_ewaldWork' depends on axioms: [propext, Classical.choice, Quot.sound]
```

## From the square to the counted work

`balanced_cost` is the identity bNq = √(ab) N^(3/2). It splits N^(3/2) into N√N and takes b² out of a square root.

`ewaldCost_eq_min_add_sq` completes the square. Its step `key` expands the square for an arbitrary number in place of q, and `hq` then supplies b q² = aN.

In `ewaldCost_bound`, `positivity` shows that the square term is non-negative, which gives the bound. If equality holds, that term is zero; its prefactor is not, so s³ = q, and squaring gives the condition on s⁶. Conversely, the condition gives q = s³ because s³ is positive. `isLeast_ewaldCost` adds the explicit sixth root, `optimalSplitting`, as the point where the bound is attained.

`ewaldCost_detuned` uses aN = bs⁶ to express both terms through the balanced cost. `fixed_splitting_diverges` drops the non-negative reciprocal term and compares what remains with a multiple of N^(1/2).

`ewaldWork_eq_ewaldCost` is the algebra that identifies a and b from the counts. In `isLeast_ewaldWork`, `hab` carries out the cancellation of V, `himg` identifies the two sets of costs, and the minimum already found for `ewaldCost` finishes the proof.
